# Wick's recursion for a field times a normal-ordered product

Normal ordering acts here on lists of field labels, not on operators. For a bosonic mode, $aa^\dagger$ and $a^\dagger a+1$ are the same operator, yet ordering the symbols gives $a^\dagger a$ for the first and leaves the second unchanged. A list keeps the information that the operator has lost.

Let $\iota$ be any set of labels, $K$ a commutative ring of scalars and $A$ a unital algebra over $K$, in general noncommutative. In Lean, `•` multiplies an algebra element by a scalar.

```lean
import Mathlib

open Matrix

namespace WickRecursion

noncomputable section

variable {ι K A : Type*} [CommRing K] [Ring A] [Algebra K A]
```

Each label $i$ has a creation part $p_i$ and an annihilation part $m_i$, and the field is $A_i=p_i+m_i$. Write $i::L$ for the list $L$ with $i$ put in front, and $|L|$ for its length. The normal-ordered product $N$ is defined by $N([\,])=1$ and

$$N(i::L)=p_iN(L)+\varepsilon^{|L|}N(L)m_i .$$

```lean
/-- The normal-ordered product of the fields `p i + m i` along a list of labels: each creation
part `p i` is put on the left, each annihilation part `m i` on the right, with a factor `ε` for
every field it passes. -/
def normalOrder (ε : K) (p m : ι → A) : List ι → A
  | [] => 1
  | i :: L => p i * normalOrder ε p m L + ε ^ L.length • (normalOrder ε p m L * m i)
```

The ordinary product $P(L)$ multiplies the fields in list order, with $P([\,])=1$.

```lean
/-- The ordinary product of the fields `p i + m i` in the order of the list. -/
def fieldProduct (p m : ι → A) : List ι → A
  | [] => 1
  | i :: L => (p i + m i) * fieldProduct p m L
```

Count positions from 0, and let $L_j$ be the entry at position $j$ and $L^{(j)}$ the list without it. For scalars $c_{ij}$ and a function $F$ from lists to $A$, the sum over single contractions is

$$S_F(i,L)=\sum_{j=0}^{|L|-1}\varepsilon^j c_{iL_j}F(L^{(j)}).$$

In Lean, `L.get j` is $L_j$ and `L.eraseIdx j` is $L^{(j)}$.

```lean
/-- The sum over all single contractions of the field `i` with an entry of `L`: the entry at
position `j` is removed and replaced by the number `c i (L j)` with weight `ε ^ j`. -/
def contractionSum (ε : K) (c : ι → ι → K) (F : List ι → A) (i : ι) (L : List ι) : A :=
  ∑ j : Fin L.length, (ε ^ (j : ℕ) * c i (L.get j)) • F (L.eraseIdx (j : ℕ))
```

Parts (d) to (h) assume two exchange relations, `hmp` and `hmm`:

$$m_ip_j-\varepsilon p_jm_i=c_{ij}1,\qquad m_im_j=\varepsilon m_jm_i .$$

Bosons have $\varepsilon=1$ and fermions $\varepsilon=-1$; the proofs accept any scalar $\varepsilon$ for which the relations hold. The contraction $c_{ij}$ is a number, for example, when each $p_i$ is a linear combination of the usual creation operators and each $m_i$ one of the annihilation operators, as for free fields. No relation among the $p_i$ is needed, because they keep their list order. The setting is purely algebraic: domains of unbounded operators and time ordering do not enter.

## (a) A field with no partner

Show that the contraction sum over the empty list vanishes:

$$S_F(i,[\,])=0.$$

**Solution.** There is no position $j$ to sum over.

```lean
/-- With no other field present there is nothing to contract. -/
theorem contractionSum_nil (ε : K) (c : ι → ι → K) (F : List ι → A) (i : ι) :
    contractionSum ε c F i [] = 0 :=
  Fin.sum_univ_zero _
```

## (b) Splitting off the first partner

Separate the contraction with the first entry $k$ from the later ones. With $F_k(M)=F(k::M)$, show that

$$S_F(i,k::L)=c_{ik}F(L)+\varepsilon S_{F_k}(i,L).$$

**Solution.** Position 0 holds $k$, has weight 1 and leaves $L$, which gives the first term. Position $j+1$ holds $L_j$, and its removal leaves $k::L^{(j)}$. Its term is $\varepsilon^{j+1}c_{iL_j}F(k::L^{(j)})$, and taking out one factor $\varepsilon$ gives the second term.

`Fin.sum_univ_succ` makes this split, and the two `show` lines state the two kinds of term.

```lean
/-- The field `i` is contracted either with the first entry `k`, or with a later one at the cost
of one more factor `ε`. -/
theorem contractionSum_cons (ε : K) (c : ι → ι → K) (F : List ι → A) (i k : ι) (L : List ι) :
    contractionSum ε c F i (k :: L) =
      c i k • F L + ε • contractionSum ε c (fun M => F (k :: M)) i L := by
  unfold contractionSum
  refine (Fin.sum_univ_succ (n := L.length) _).trans ?_
  rw [Finset.smul_sum]
  refine congrArg₂ (· + ·) ?_ (Finset.sum_congr rfl fun j _ => ?_)
  · show (ε ^ 0 * c i k) • F L = c i k • F L
    rw [pow_zero, one_mul]
  · show (ε ^ ((j : ℕ) + 1) * c i (L.get j)) • F (k :: L.eraseIdx (j : ℕ)) =
      ε • ((ε ^ (j : ℕ) * c i (L.get j)) • F (k :: L.eraseIdx (j : ℕ)))
    rw [smul_smul, pow_succ', mul_assoc]
```

## (c) Contractions that leave the first field alone

Let $N_k(M)=N(k::M)$. Show that the parts of field $k$ can be taken out of the contraction sum:

$$\varepsilon S_{N_k}(i,L)=\varepsilon p_kS_N(i,L)+\varepsilon^{|L|}S_N(i,L)m_k .$$

**Solution.** For each position $j$ in $L$, the shortened list has length $|L|-1$, so the definition of $N$ gives

$$\varepsilon N(k::L^{(j)})=\varepsilon p_kN(L^{(j)})+\varepsilon\,\varepsilon^{|L|-1}N(L^{(j)})m_k .$$

The last weight is $\varepsilon^{|L|}$. Multiply by $\varepsilon^jc_{iL_j}$ and sum over $j$. For empty $L$ both sides are zero.

The proof compares the sums term by term: `h` records the length, `hp` the resulting power of $\varepsilon$, and `module` collects the scalars.

```lean
/-- Contractions that leave the first field `k` untouched: its creation part stands to the left
of the contracted products and its annihilation part to the right. -/
theorem contractionSum_normalOrder (ε : K) (c : ι → ι → K) (p m : ι → A) (i k : ι)
    (L : List ι) :
    ε • contractionSum ε c (fun M => normalOrder ε p m (k :: M)) i L =
      ε • (p k * contractionSum ε c (normalOrder ε p m) i L) +
        ε ^ L.length • (contractionSum ε c (normalOrder ε p m) i L * m k) := by
  simp only [contractionSum, Finset.mul_sum, Finset.sum_mul, Finset.smul_sum,
    ← Finset.sum_add_distrib]
  refine Finset.sum_congr rfl fun j _ => ?_
  -- a contraction shortens the list by one
  have h : (L.eraseIdx (j : ℕ)).length + 1 = L.length := by
    have := j.isLt
    rw [List.length_eraseIdx]
    split <;> omega
  have hp : ε ^ L.length = ε * ε ^ (L.eraseIdx (j : ℕ)).length := by
    rw [← pow_succ', h]
  rw [hp]
  simp only [normalOrder, mul_smul_comm, smul_mul_assoc]
  module
```

## (d) Moving an annihilation part through a normal-ordered product

Using the exchange relations, show that

$$m_iN(L)=\varepsilon^{|L|}N(L)m_i+S_N(i,L).$$

**Solution.** Use induction on $L$. For the empty list both sides are $m_i$. Now suppose the formula holds for $L$, and write $n=|L|$ and $S=S_N(i,L)$. By definition,

$$m_iN(k::L)=m_ip_kN(L)+\varepsilon^n m_iN(L)m_k .$$

In the first term, exchange $m_i$ with $p_k$ and then use the induction hypothesis:

$$\begin{aligned}
m_ip_kN(L)&=\varepsilon p_km_iN(L)+c_{ik}N(L)\\
&=\varepsilon^{n+1}p_kN(L)m_i+\varepsilon p_kS+c_{ik}N(L).
\end{aligned}$$

In the second, use the induction hypothesis and then exchange $m_i$ with $m_k$:

$$\begin{aligned}
\varepsilon^n m_iN(L)m_k&=\varepsilon^{2n}N(L)m_im_k+\varepsilon^nSm_k\\
&=\varepsilon^{2n+1}N(L)m_km_i+\varepsilon^nSm_k .
\end{aligned}$$

The terms ending in $m_i$ add up to $\varepsilon^{n+1}N(k::L)m_i$. The others are $c_{ik}N(L)+\varepsilon p_kS+\varepsilon^nSm_k$, which is $S_N(i,k::L)$ by (b) and (c).

In the code, `e1` and `e2` are the exchanges in the two terms, and `ih` is the induction hypothesis.

```lean
/-- An annihilation part moved to the right through a normal-ordered product leaves behind one
contraction with each field, given the exchange relations of `m` with `p` and of `m` with `m`. -/
theorem annihilator_mul_normalOrder (ε : K) (c : ι → ι → K) (p m : ι → A)
    (hmp : ∀ i j, m i * p j - ε • (p j * m i) = c i j • (1 : A))
    (hmm : ∀ i j, m i * m j = ε • (m j * m i)) (i : ι) (L : List ι) :
    m i * normalOrder ε p m L = ε ^ L.length • (normalOrder ε p m L * m i) +
      contractionSum ε c (normalOrder ε p m) i L := by
  induction L with
  | nil => rw [contractionSum_nil]; simp [normalOrder]
  | cons k L ih =>
    have hN : normalOrder ε p m (k :: L) =
      p k * normalOrder ε p m L + ε ^ L.length • (normalOrder ε p m L * m k) := rfl
    -- pass the creation part of the first field
    have e1 : m i * (p k * normalOrder ε p m L) =
        ε • (p k * (m i * normalOrder ε p m L)) + c i k • normalOrder ε p m L := by
      rw [← mul_assoc, sub_eq_iff_eq_add'.mp (hmp i k)]
      simp only [add_mul, smul_mul_assoc, one_mul, mul_assoc]
    -- pass the remaining fields, then the annihilation part of the first field
    have e2 : m i * (normalOrder ε p m L * m k) =
        ε ^ L.length • ε • (normalOrder ε p m L * (m k * m i)) +
          contractionSum ε c (normalOrder ε p m) i L * m k := by
      rw [← mul_assoc, ih, add_mul, smul_mul_assoc, mul_assoc, hmm i k, mul_smul_comm]
    rw [contractionSum_cons, contractionSum_normalOrder, hN, mul_add, mul_smul_comm, e1, e2, ih]
    simp only [List.length_cons, mul_add, add_mul, mul_smul_comm, smul_mul_assoc, mul_assoc]
    module
```

## (e) Multiplying by a whole field

Show that a field times a normal-ordered product is the longer normal-ordered product plus all single contractions of $A_i$ with a field in $L$:

$$A_iN(L)=N(i::L)+\sum_{j=0}^{|L|-1}\varepsilon^jc_{iL_j}N(L^{(j)}).$$

**Solution.** Add $p_iN(L)$ to both sides of (d). On the right, $p_iN(L)+\varepsilon^{|L|}N(L)m_i$ is $N(i::L)$ by definition, and $S_N(i,L)$ is the displayed sum.

This is one step of Wick's theorem. The full expansion of a product of fields into normal-ordered products with any number of contractions would come from repeating it, and is not stated here. The `change` line reads the right-hand side through the definitions of $N$ and $S_N$.

```lean
/-- **Wick's theorem, recursion form.** If `m i * p j - ε p j * m i = c i j` and
`m i * m j = ε m j * m i`, a field times a normal-ordered product is the normal-ordered product of
all the fields plus the sum over the single contractions of the new field `i` with an entry of `L`,
with weight `ε ^ j` at position `j` counted from zero. -/
theorem wick_recursion (ε : K) (c : ι → ι → K) (p m : ι → A)
    (hmp : ∀ i j, m i * p j - ε • (p j * m i) = c i j • (1 : A))
    (hmm : ∀ i j, m i * m j = ε • (m j * m i)) (i : ι) (L : List ι) :
    (p i + m i) * normalOrder ε p m L = normalOrder ε p m (i :: L) +
      ∑ j : Fin L.length,
        (ε ^ (j : ℕ) * c i (L.get j)) • normalOrder ε p m (L.eraseIdx (j : ℕ)) := by
  change _ = (p i * normalOrder ε p m L + ε ^ L.length • (normalOrder ε p m L * m i)) +
    contractionSum ε c (normalOrder ε p m) i L
  rw [add_mul, annihilator_mul_normalOrder ε c p m hmp hmm, add_assoc]
```

## (f) Moving an annihilation part through an ordinary product

Show that the unordered product obeys the same exchange formula:

$$m_iP(L)=\varepsilon^{|L|}P(L)m_i+S_P(i,L).$$

**Solution.** The two exchange relations add up to $m_iA_k=\varepsilon A_km_i+c_{ik}1$. The empty list is immediate. If the formula holds for $L$, then

$$\begin{aligned}
m_iA_kP(L)&=\varepsilon A_km_iP(L)+c_{ik}P(L)\\
&=\varepsilon^{|L|+1}A_kP(L)m_i+\varepsilon A_kS_P(i,L)+c_{ik}P(L).
\end{aligned}$$

Since $P(k::M)=A_kP(M)$, the last two terms are $S_P(i,k::L)$ by (b).

Here `e` is the combined exchange relation and `hs` takes $A_k$ out of the contraction sum.

```lean
/-- An annihilation part moved to the right through an ordinary product of fields leaves behind one
contraction with each field, given the exchange relations of `m` with `p` and of `m` with `m`. -/
theorem annihilator_mul_fieldProduct (ε : K) (c : ι → ι → K) (p m : ι → A)
    (hmp : ∀ i j, m i * p j - ε • (p j * m i) = c i j • (1 : A))
    (hmm : ∀ i j, m i * m j = ε • (m j * m i)) (i : ι) (L : List ι) :
    m i * fieldProduct p m L = ε ^ L.length • (fieldProduct p m L * m i) +
      contractionSum ε c (fieldProduct p m) i L := by
  induction L with
  | nil => rw [contractionSum_nil]; simp [fieldProduct]
  | cons k L ih =>
    have hP : fieldProduct p m (k :: L) = (p k + m k) * fieldProduct p m L := rfl
    have hs : contractionSum ε c (fun M => fieldProduct p m (k :: M)) i L =
        (p k + m k) * contractionSum ε c (fieldProduct p m) i L := by
      simp only [contractionSum, fieldProduct, Finset.mul_sum, mul_smul_comm]
    have e : m i * (p k + m k) = ε • ((p k + m k) * m i) + c i k • (1 : A) := by
      rw [mul_add, sub_eq_iff_eq_add'.mp (hmp i k), hmm i k, add_mul, smul_add]
      abel
    have e' : m i * ((p k + m k) * fieldProduct p m L) =
        ε • ((p k + m k) * (m i * fieldProduct p m L)) + c i k • fieldProduct p m L := by
      rw [← mul_assoc, e]
      simp only [add_mul, smul_mul_assoc, one_mul, mul_assoc]
    rw [contractionSum_cons, hs, hP, e', ih]
    simp only [List.length_cons, mul_add, add_mul, mul_smul_comm, mul_assoc]
    module
```

## (g) Vacuum expectation values

Let $\omega:A\to K$ be linear with $\omega(p_ix)=0$ and $\omega(xm_i)=0$ for all $i$ and $x$. These conditions stand for a vacuum that $m_i$ annihilates from the left and $p_i$ from the right: $m_i|0\rangle=0$ and $\langle0|p_i=0$. Show that

$$\omega(P(i::L))=\sum_{j=0}^{|L|-1}\varepsilon^jc_{iL_j}\,\omega(P(L^{(j)})).$$

**Solution.** Write $P(i::L)=p_iP(L)+m_iP(L)$. The first term has expectation value zero. By (f), the second is $\varepsilon^{|L|}P(L)m_i+S_P(i,L)$, whose first part also vanishes under $\omega$. Linearity gives the sum.

The hypotheses `hl` and `hr` remove these two terms in the code.

```lean
/-- Wick recursion for vacuum expectation values: given the exchange relations of `m` with `p` and
of `m` with `m`, if the linear functional `ω` vanishes on every `p i * x` and every `x * m i`, the
first field is contracted in turn with each of the others. -/
theorem vacuum_recursion (ε : K) (c : ι → ι → K) (p m : ι → A)
    (hmp : ∀ i j, m i * p j - ε • (p j * m i) = c i j • (1 : A))
    (hmm : ∀ i j, m i * m j = ε • (m j * m i)) (ω : A →ₗ[K] K)
    (hl : ∀ i x, ω (p i * x) = 0) (hr : ∀ i x, ω (x * m i) = 0) (i : ι) (L : List ι) :
    ω (fieldProduct p m (i :: L)) = ∑ j : Fin L.length,
      ε ^ (j : ℕ) * c i (L.get j) * ω (fieldProduct p m (L.eraseIdx (j : ℕ))) := by
  have hP : fieldProduct p m (i :: L) = (p i + m i) * fieldProduct p m L := rfl
  rw [hP, add_mul, map_add, hl, annihilator_mul_fieldProduct ε c p m hmp hmm, map_add,
    map_smul, hr, smul_zero, zero_add, zero_add]
  simp only [contractionSum, map_sum, map_smul, smul_eq_mul]
```

## (h) The four-point function

Add the normalisation $\omega(1)=1$ and show that

$$\omega(A_iA_jA_kA_l)=c_{ij}c_{kl}+\varepsilon c_{ik}c_{jl}+\varepsilon^2c_{il}c_{jk}.$$

**Solution.** For two fields, (g) gives $\omega(A_aA_b)=c_{ab}\omega(1)=c_{ab}$. For four fields, it contracts $A_i$ with $A_j$, $A_k$ and $A_l$ in turn, with weights $1,\varepsilon,\varepsilon^2$. The remaining pairs contribute $c_{kl}$, $c_{jl}$ and $c_{jk}$.

For fermions only the middle pairing has a minus sign. In electronic structure, a single Slater determinant can take the place of the vacuum. For a spin orbital occupied in it, the electron creation operator then counts as an annihilation part, and the electron annihilation operator as a creation part. With this choice, the formula splits the expectation value of a two-electron operator into products of contractions.

The code obtains the two-point function as `two` and applies the recursion through `step`.

```lean
/-- The four-point function is the sum over the three complete pairings with weights `1`, `ε` and
`ε ^ 2`, given the exchange relations of `m` with `p` and of `m` with `m`, and a linear functional
`ω` that vanishes on every `p i * x` and every `x * m i` and has `ω 1 = 1`. -/
theorem four_point (ε : K) (c : ι → ι → K) (p m : ι → A)
    (hmp : ∀ i j, m i * p j - ε • (p j * m i) = c i j • (1 : A))
    (hmm : ∀ i j, m i * m j = ε • (m j * m i)) (ω : A →ₗ[K] K)
    (hl : ∀ i x, ω (p i * x) = 0) (hr : ∀ i x, ω (x * m i) = 0) (h1 : ω 1 = 1)
    (i j k l : ι) :
    ω (fieldProduct p m [i, j, k, l]) =
      c i j * c k l + ε * (c i k * c j l) + ε ^ 2 * (c i l * c j k) := by
  have step : ∀ a L, ω (fieldProduct p m (a :: L)) =
      ω (contractionSum ε c (fieldProduct p m) a L) := by
    intro a L
    rw [vacuum_recursion ε c p m hmp hmm ω hl hr]
    simp only [contractionSum, map_sum, map_smul, smul_eq_mul]
  -- the two-point function is the contraction
  have two : ∀ a b, ω (fieldProduct p m [a, b]) = c a b := by
    intro a b
    rw [step, contractionSum_cons, contractionSum_nil]
    simp [fieldProduct, h1]
  rw [step]
  simp only [contractionSum_cons, contractionSum_nil, smul_zero, add_zero, map_add, map_smul,
    two, smul_eq_mul]
  ring
```

## (i) One fermionic mode

In the basis (empty, occupied), take the matrices

$$a=\begin{pmatrix}0&1\\0&0\end{pmatrix},\qquad a^\dagger=\begin{pmatrix}0&0\\1&0\end{pmatrix}.$$

```lean
/-- The annihilation matrix of one fermionic mode, in the basis (empty, occupied). -/
def annihilate : Matrix (Fin 2) (Fin 2) ℂ := !![0, 1; 0, 0]

/-- The creation matrix of one fermionic mode, in the basis (empty, occupied). -/
def create : Matrix (Fin 2) (Fin 2) ℂ := !![0, 0; 1, 0]
```

For complex coefficients $u_i,v_i$, set $p_i=u_ia^\dagger$ and $m_i=v_ia$. Show that all the conditions above are met with $\varepsilon=-1$, $\omega(X)=X_{00}$ and

$$c_{ij}=v_iu_j .$$

**Solution.** Direct multiplication gives $aa^\dagger+a^\dagger a=1$ and $a^2=0$. Hence $m_ip_j+p_jm_i=v_iu_j1$, and both sides of $m_im_j=-m_jm_i$ are zero. The first row of $a^\dagger$ is zero, so $(p_iX)_{00}=0$; the first column of $a$ is zero, so $(Xm_i)_{00}=0$. Finally, $1_{00}=1$.

Lean checks the two matrix identities entry by entry and the remaining conditions at the entry $(0,0)$.

```lean
/-- For one fermionic mode, the parts `u i • create` and `v i • annihilate` meet the exchange
relations with `ε = -1` and contraction `v i * u j`. The `(0, 0)` entry, the matrix element in the
empty state, vanishes for every product with `u i • create` on the left or `v i • annihilate` on the
right, and is 1 for the identity matrix. -/
theorem fermion_mode_witness (u v : ι → ℂ) :
    (∀ i j, (v i • annihilate) * (u j • create) -
      (-1 : ℂ) • ((u j • create) * (v i • annihilate)) = (v i * u j) • 1) ∧
    (∀ i j, (v i • annihilate) * (v j • annihilate) =
      (-1 : ℂ) • ((v j • annihilate) * (v i • annihilate))) ∧
    (∀ i (X : Matrix (Fin 2) (Fin 2) ℂ), ((u i • create) * X) 0 0 = 0) ∧
    (∀ i (X : Matrix (Fin 2) (Fin 2) ℂ), (X * (v i • annihilate)) 0 0 = 0) ∧
    (1 : Matrix (Fin 2) (Fin 2) ℂ) 0 0 = 1 := by
  refine ⟨fun i j => ?_, fun i j => ?_, fun i X => ?_, fun i X => ?_, Matrix.one_apply_eq 0⟩
  · ext r s
    fin_cases r <;> fin_cases s <;>
      simp [annihilate, create, mul_comm]
  · ext r s
    fin_cases r <;> fin_cases s <;>
      simp [annihilate, Matrix.mul_apply, Fin.sum_univ_succ]
  · simp [create, Matrix.mul_apply, Fin.sum_univ_succ]
  · simp [annihilate, Matrix.mul_apply, Fin.sum_univ_succ]

end

end WickRecursion
```

```lean
#print axioms WickRecursion.wick_recursion
-- 'WickRecursion.wick_recursion' depends on axioms: [propext, Classical.choice, Quot.sound]
#print axioms WickRecursion.four_point
-- 'WickRecursion.four_point' depends on axioms: [propext, Classical.choice, Quot.sound]
```
